# A one-dimensional plane-wave sum: its derivative with respect to cell length, and its jumps under a sharp cutoff

Q: Suppose I compute a stress by finite differences at fixed cutoff, and a pair of plane waves enters the basis between my two cell lengths. The energy jumps, so if I shrink the step while keeping that crossing between the two lengths, the quotient grows without bound, while the term-by-term derivative stays finite. Which should I believe?

A: At the crossing itself, neither: an energy that jumps has no derivative there. At a nearby length with no wave exactly at the cutoff, the term-by-term derivative is the exact slope of the truncated sum studied here if the summand is differentiable below the cutoff, and a small enough step reproduces it. In a real calculation, the slope at an unconverged cutoff can still differ from the converged stress. Whether there is a jump at all depends on how the summand ends at the cutoff. Take a periodic cell of length \(L>0\), at the zone centre, with \(\hbar=m_e=1\). Plane wave \(n\) has kinetic energy \(e_n=(2\pi n/L)^2/2\), and \(E(L)=\sum_{n\in\mathbb Z}w(e_n)\). The function \(w\) gives each wave's contribution; the cutoff \(E_c>0\) truncates the basis, so \(w=0\) above it.

Since \(e_nL^2=2\pi^2n^2\) is constant,
\[
\frac{de_n}{dL}=-\frac{2}{L}e_n .
\]
Only waves with \(n^2\le E_cL^2/(2\pi^2)\) can contribute, so one finite set serves all lengths near \(L\). If \(w\) is continuously differentiable, the chain rule gives the length derivative, which in one dimension is the stress up to a sign convention:
\[
E'(L)=-\frac{2}{L}\sum_n e_n\,w'(e_n).
\]

Q: And if a continuous \(h\) is simply cut off at \(E_c\)?

A: At \(L_n=2\pi n/\sqrt{2E_c}\), \(n\ge1\), wave \(m\) has \(e_m=E_c\) exactly when \(m^2=n^2\), so when \(m=\pm n\). Stretching lowers both energies and keeps the waves; compression raises both and removes them. All other terms vary continuously. Hence
\[
E(L_n^+)=E(L_n),\qquad E(L_n^-)=E(L_n)-2h(E_c).
\]

Q: Does the Lean code describe the same objects?

A: `kin n L` is \(e_n\), `energy w L` is the sum over all integers, and `crossingLength Ec n` is \(L_n\). `sharpCut Ec h` keeps a wave lying exactly at the cutoff, which is why \(E(L_n)\) agrees with the limit from larger cells.

```lean
import Mathlib

open Filter Topology Real

namespace PlaneWaveCutoffStress

noncomputable section

/-- Kinetic energy of the plane wave with integer index `n` in a periodic cell of length `L`. -/
def kin (n : ℤ) (L : ℝ) : ℝ := (2 * π * n / L) ^ 2 / 2

/-- The sum over all plane waves of a function `w` of their kinetic energy. -/
def energy (w : ℝ → ℝ) (L : ℝ) : ℝ := ∑' n : ℤ, w (kin n L)

/-- The function `h` kept up to the cutoff energy `Ec` and set to zero above it. -/
def sharpCut (Ec : ℝ) (h : ℝ → ℝ) (x : ℝ) : ℝ := if x ≤ Ec then h x else 0

/-- The cell length `2πn/√(2Ec)`. -/
def crossingLength (Ec : ℝ) (n : ℕ) : ℝ := 2 * π * n / Real.sqrt (2 * Ec)
```

Q: Where does the strain dependence enter?

A: Through the constant product \(e_nL^2\). Comparing it at two lengths shows that compression raises every nonzero level; differentiating the quotient gives \(-2e_n/L\).

```lean
/-- The kinetic energy of a plane wave times the squared cell length does not depend on the
cell length. -/
theorem kin_mul_sq (n : ℤ) {L : ℝ} (hL : L ≠ 0) :
    kin n L * L ^ 2 = 2 * π ^ 2 * (n : ℝ) ^ 2 := by
  unfold kin
  field_simp

/-- Compressing the cell strictly raises every nonzero kinetic energy. -/
theorem kin_lt (n : ℤ) {L M : ℝ} (hL : 0 < L) (hLM : L < M) (hk : 0 < kin n M) :
    kin n M < kin n L := by
  have h1 := kin_mul_sq n hL.ne'
  have h2 := kin_mul_sq n (hL.trans hLM).ne'
  have h0 : 0 < M ^ 2 - L ^ 2 := by nlinarith
  by_contra hc
  rw [not_lt] at hc
  nlinarith [mul_pos hk h0, mul_nonneg (sub_nonneg.2 hc) (sq_nonneg L)]

/-- The derivative of a kinetic energy with respect to the cell length is `-2/L` times that
energy. -/
theorem hasDerivAt_kin (n : ℤ) {L : ℝ} (hL : L ≠ 0) :
    HasDerivAt (kin n) (-(2 / L) * kin n L) L := by
  have h := (((hasDerivAt_const L (2 * π * (n : ℝ))).fun_div
    (hasDerivAt_id' L) hL).fun_pow 2).div_const 2
  refine HasDerivAt.congr_deriv h ?_
  simp only [kin, Nat.cast_ofNat, show (2 : ℕ) - 1 = 1 from rfl, pow_one]
  field_simp
  ring
```

Q: You differentiate an infinite sum. What licenses that?

A: `energy_local` replaces it by a finite one. It picks an integer \(N\ge E_c(L+1)^2\). For \(|n|>N\) we have \(n^2>N\), so the constant product puts \(e_n\) above \(E_c\) at every positive length below \(L+1\).

```lean
/-- If `w` vanishes above the cutoff `Ec > 0`, then near a given positive cell length one finite set
of plane waves carries the whole energy, and all other waves lie above the cutoff at that length. -/
theorem energy_local {w : ℝ → ℝ} {Ec L : ℝ} (hE : 0 < Ec) (hw : ∀ x, Ec < x → w x = 0)
    (hL : 0 < L) : ∃ S : Finset ℤ, (∀ n ∉ S, Ec < kin n L) ∧
      ∀ᶠ x in 𝓝 L, energy w x = ∑ n ∈ S, w (kin n x) := by
  obtain ⟨N, hN⟩ := exists_nat_ge (Ec * (L + 1) ^ 2)
  have hbig : ∀ x, 0 < x → x < L + 1 → ∀ n ∉ Finset.Icc (-(N : ℤ)) (N : ℤ),
      Ec < kin n x := by
    intro x hx hxL n hn
    have hN0 : (0 : ℤ) ≤ N := by positivity
    have hnN : (N : ℤ) < n ^ 2 := by
      rw [Finset.mem_Icc, not_and_or, not_le, not_le] at hn
      rcases hn with hn | hn <;> nlinarith
    have hnR : (N : ℝ) < (n : ℝ) ^ 2 := by exact_mod_cast hnN
    have hk := kin_mul_sq n hx.ne'
    have hpi : (1 : ℝ) ≤ π ^ 2 := by nlinarith [Real.pi_gt_three]
    have hxL' : x ≤ L + 1 := hxL.le
    have h1 : Ec * x ^ 2 ≤ Ec * (L + 1) ^ 2 := by gcongr
    by_contra hc
    rw [not_lt] at hc
    have h2 := mul_le_mul_of_nonneg_right hc (sq_nonneg x)
    nlinarith [mul_nonneg (sub_nonneg.2 hpi) (sq_nonneg (n : ℝ)), sq_nonneg (n : ℝ)]
  refine ⟨Finset.Icc (-(N : ℤ)) (N : ℤ), hbig L hL (lt_add_one L), ?_⟩
  filter_upwards [Ioo_mem_nhds hL (lt_add_one L)] with x hx
  exact tsum_eq_sum fun n hn => hw _ (hbig x hx.1 hx.2 n hn)
```

The derivative theorem then applies the chain rule to each term. Outside the finite set, \(w\) vanishes in a neighbourhood of \(e_n\), so \(w'(e_n)=0\) and the full sum can be restored. The hypothesis `hd` asks for differentiability only at the energies \(e_n(L)\), which includes the continuously differentiable case.

```lean
/-- If `w` vanishes above the cutoff and is differentiable at every plane-wave energy, then
`E' = -(2/L) ∑ eₙ w'(eₙ)`. -/
theorem hasDerivAt_energy {w : ℝ → ℝ} {Ec L : ℝ} (hE : 0 < Ec)
    (hw : ∀ x, Ec < x → w x = 0) (hL : 0 < L)
    (hd : ∀ n : ℤ, DifferentiableAt ℝ w (kin n L)) :
    HasDerivAt (energy w) (-(2 / L) * ∑' n : ℤ, kin n L * deriv w (kin n L)) L := by
  obtain ⟨S, hS, hev⟩ := energy_local hE hw hL
  -- the chain rule for each of the finitely many contributing waves
  have hs : HasDerivAt (fun x => ∑ n ∈ S, w (kin n x))
      (∑ n ∈ S, deriv w (kin n L) * (-(2 / L) * kin n L)) L := by
    refine HasDerivAt.fun_sum fun n _ => ?_
    have := (hd n).hasDerivAt.comp L (hasDerivAt_kin n hL.ne')
    exact this
  -- waves above the cutoff do not contribute to the derivative either
  have hz : ∀ n ∉ S, kin n L * deriv w (kin n L) = 0 := by
    intro n hn
    have h0 : w =ᶠ[𝓝 (kin n L)] fun _ => (0 : ℝ) := by
      filter_upwards [Ioi_mem_nhds (hS n hn)] with y hy
      exact hw y hy
    rw [h0.deriv_eq]
    simp
  refine (hs.congr_of_eventuallyEq hev).congr_deriv ?_
  rw [tsum_eq_sum hz, Finset.mul_sum]
  exact Finset.sum_congr rfl fun n _ => by ring
```

Q: Would continuity of \(w\) be enough?

A: No. Take \(E_c=2\) and \(w(e)=\max(2-e,0)\). At \(L=\pi\) the waves \(\pm1\) sit at the cutoff. For slightly smaller cells \(E=2\), with slope 0; for slightly larger ones \(E=2+2(2-2\pi^2/L^2)\), with slope \(8/\pi\) at \(L=\pi\). There is no derivative there.

Q: So is the stress formula useless with a sharp cutoff?

A: It holds for differentiable \(h\) whenever no wave lies exactly at \(E_c\). Each level then has a neighbourhood on one side of the cutoff, where the cut function is either \(h\) or zero.

```lean
/-- The sharply cut function equals `h` up to the cutoff and zero above it. -/
theorem sharpCut_eq {Ec x : ℝ} {h : ℝ → ℝ} :
    (x ≤ Ec → sharpCut Ec h x = h x) ∧ (Ec < x → sharpCut Ec h x = 0) :=
  ⟨fun hx => if_pos hx, fun hx => if_neg (not_le.2 hx)⟩

/-- For differentiable `h` cut off sharply at `Ec > 0`, the energy has derivative `-(2/L) ∑ eₙ
h'(eₙ)`, summed over the waves below the cutoff, at every cell length `L > 0` for which no plane
wave lies exactly at the cutoff. -/
theorem hasDerivAt_energy_sharpCut {h : ℝ → ℝ} {Ec L : ℝ} (hE : 0 < Ec)
    (hh : Differentiable ℝ h) (hL : 0 < L) (hne : ∀ n : ℤ, kin n L ≠ Ec) :
    HasDerivAt (energy (sharpCut Ec h))
      (-(2 / L) * ∑' n : ℤ, kin n L * sharpCut Ec (deriv h) (kin n L)) L := by
  have hd : ∀ n : ℤ, HasDerivAt (sharpCut Ec h) (sharpCut Ec (deriv h) (kin n L))
      (kin n L) := by
    intro n
    rcases lt_or_gt_of_ne (hne n) with c | c
    · rw [sharpCut_eq.1 c.le]
      refine (hh _).hasDerivAt.congr_of_eventuallyEq ?_
      filter_upwards [Iio_mem_nhds c] with y hy
      exact sharpCut_eq.1 (Set.mem_Iio.1 hy).le
    · rw [sharpCut_eq.2 c]
      refine (hasDerivAt_const (kin n L) (0 : ℝ)).congr_of_eventuallyEq ?_
      filter_upwards [Ioi_mem_nhds c] with y hy
      exact sharpCut_eq.2 (Set.mem_Ioi.1 hy)
  have key := hasDerivAt_energy hE (fun x hx => sharpCut_eq.2 hx) hL
    (fun n => (hd n).differentiableAt)
  have hder : ∀ n : ℤ, deriv (sharpCut Ec h) (kin n L) = sharpCut Ec (deriv h) (kin n L) :=
    fun n => (hd n).deriv
  simpa only [hder] using key
```

Q: Show me the jump in numbers.

A: Keep \(E_c=2\), and let \(h(e)=3-e\). At \(L_1=\pi\) the energies are \(e_0=0\), \(e_{\pm1}=2\), \(e_{\pm2}=8\), so \(E=3+1+1=5\). Just below \(\pi\) only \(m=0\) survives and \(E=3\). The jump is \(2=2h(2)\).

In general, `kin_crossing` identifies the two waves. `energy_jump` takes one-sided limits term by term over the finite set, using `kin_lt` for waves at the cutoff; `hcount` adds up the two lost terms.

```lean
/-- At the length `2πn/√(2Ec)` with `n ≥ 1`, the plane waves lying exactly at the cutoff are
those with indices `n` and `-n`. -/
theorem kin_crossing {Ec : ℝ} (hE : 0 < Ec) {n : ℕ} (hn : 1 ≤ n) (m : ℤ) :
    kin m (crossingLength Ec n) = Ec ↔ m = (n : ℤ) ∨ m = -(n : ℤ) := by
  have hn0 : (0 : ℝ) < n := by exact_mod_cast hn
  have hL : 0 < crossingLength Ec n := by unfold crossingLength; positivity
  have hc : Ec * crossingLength Ec n ^ 2 = 2 * π ^ 2 * (n : ℝ) ^ 2 := by
    unfold crossingLength
    rw [div_pow, Real.sq_sqrt (by positivity)]
    field_simp
  have hk := kin_mul_sq m hL.ne'
  constructor
  · intro e
    rw [e, hc] at hk
    have hp : (2 * π ^ 2 : ℝ) ≠ 0 := by positivity
    have hsq : (m : ℝ) ^ 2 = (n : ℝ) ^ 2 := (mul_left_cancel₀ hp hk).symm
    have hz : m ^ 2 = (n : ℤ) ^ 2 := by exact_mod_cast hsq
    exact sq_eq_sq_iff_eq_or_eq_neg.1 hz
  · intro e
    have hsq : (m : ℝ) ^ 2 = (n : ℝ) ^ 2 := by rcases e with rfl | rfl <;> simp
    rw [hsq, ← hc] at hk
    exact mul_right_cancel₀ (pow_ne_zero 2 hL.ne') hk

/-- For continuous `h` cut off sharply at `Ec > 0`, the energy at `L = 2πn/√(2Ec)`, `n ≥ 1`, equals
its limit from larger cells and exceeds its limit from smaller cells by `2h(Ec)`. -/
theorem energy_jump {h : ℝ → ℝ} {Ec : ℝ} (hE : 0 < Ec) (hh : Continuous h)
    {n : ℕ} (hn : 1 ≤ n) :
    Tendsto (energy (sharpCut Ec h)) (𝓝[>] (crossingLength Ec n))
      (𝓝 (energy (sharpCut Ec h) (crossingLength Ec n))) ∧
    Tendsto (energy (sharpCut Ec h)) (𝓝[<] (crossingLength Ec n))
      (𝓝 (energy (sharpCut Ec h) (crossingLength Ec n) - 2 * h Ec)) := by
  have hn0 : (0 : ℝ) < n := by exact_mod_cast hn
  have hL : 0 < crossingLength Ec n := by unfold crossingLength; positivity
  have hi := kin_crossing hE hn
  generalize crossingLength Ec n = L at hi hL ⊢
  obtain ⟨S, hS, hev⟩ := energy_local (w := sharpCut Ec h) hE
    (fun x hx => sharpCut_eq.2 hx) hL
  have hval := hev.self_of_nhds
  have hk : ∀ m : ℤ, Tendsto (kin m) (𝓝 L) (𝓝 (kin m L)) :=
    fun m => (hasDerivAt_kin m hL.ne').continuousAt
  constructor
  · -- stretching: waves at or below the cutoff stay there
    rw [hval]
    refine Tendsto.congr' ((eventually_nhdsWithin_of_eventually_nhds hev).mono
      fun x hx => hx.symm) (tendsto_finsetSum _ fun m _ => ?_)
    rcases le_or_gt (kin m L) Ec with c | c
    · rw [sharpCut_eq.1 c]
      refine Tendsto.congr' ?_ (((hh.tendsto _).comp (hk m)).mono_left nhdsWithin_le_nhds)
      filter_upwards [self_mem_nhdsWithin] with x hx
      have hx' : L < x := hx
      have hle : kin m x ≤ Ec := by
        by_contra q
        rw [not_le] at q
        linarith [kin_lt m hL hx' (hE.trans q)]
      exact (sharpCut_eq.1 hle).symm
    · rw [sharpCut_eq.2 c]
      refine Tendsto.congr' ?_ tendsto_const_nhds
      filter_upwards [eventually_nhdsWithin_of_eventually_nhds
        ((hk m).eventually (lt_mem_nhds c))] with x hx
      exact (sharpCut_eq.2 hx).symm
  · -- exactly two waves, `n` and `-n`, sit at the cutoff
    have hp : (n : ℤ) ∈ S := by
      by_contra q
      exact (hS _ q).ne' ((hi _).2 (Or.inl rfl))
    have hq : -(n : ℤ) ∈ S := by
      by_contra q
      exact (hS _ q).ne' ((hi _).2 (Or.inr rfl))
    have hsplit : ∀ m : ℤ, (if kin m L = Ec then h Ec else 0) =
        (if m = (n : ℤ) then h Ec else 0) + (if m = -(n : ℤ) then h Ec else 0) := by
      intro m
      by_cases a : m = (n : ℤ)
      · have b : m ≠ -(n : ℤ) := by omega
        rw [if_pos ((hi m).2 (Or.inl a)), if_pos a, if_neg b, add_zero]
      · by_cases b : m = -(n : ℤ)
        · rw [if_pos ((hi m).2 (Or.inr b)), if_neg a, if_pos b, zero_add]
        · rw [if_neg (fun e => ((hi m).1 e).elim a b), if_neg a, if_neg b, add_zero]
    have hcount : ∑ m ∈ S, (if kin m L = Ec then h Ec else 0) = 2 * h Ec := by
      rw [Finset.sum_congr rfl fun m _ => hsplit m, Finset.sum_add_distrib,
        Finset.sum_ite_eq', Finset.sum_ite_eq', if_pos hp, if_pos hq]
      ring
    rw [hval, ← hcount, ← Finset.sum_sub_distrib]
    refine Tendsto.congr' ((eventually_nhdsWithin_of_eventually_nhds hev).mono
      fun x hx => hx.symm) (tendsto_finsetSum _ fun m _ => ?_)
    rcases lt_or_ge (kin m L) Ec with c | c
    · rw [sharpCut_eq.1 c.le, if_neg c.ne, sub_zero]
      refine Tendsto.congr' ?_ (((hh.tendsto _).comp (hk m)).mono_left nhdsWithin_le_nhds)
      filter_upwards [eventually_nhdsWithin_of_eventually_nhds
        ((hk m).eventually (gt_mem_nhds c))] with x hx
      exact (sharpCut_eq.1 (le_of_lt hx)).symm
    · -- compression pushes waves at the cutoff above it
      have v : sharpCut Ec h (kin m L) - (if kin m L = Ec then h Ec else 0) = 0 := by
        rcases eq_or_lt_of_le c with e | e
        · rw [sharpCut_eq.1 e.ge, if_pos e.symm, ← e, sub_self]
        · rw [sharpCut_eq.2 e, if_neg e.ne', sub_zero]
      rw [v]
      refine Tendsto.congr' ?_ tendsto_const_nhds
      filter_upwards [self_mem_nhdsWithin,
        eventually_nhdsWithin_of_eventually_nhds (lt_mem_nhds hL)] with x hx hx0
      have hx' : x < L := hx
      exact (sharpCut_eq.2 (lt_of_le_of_lt c (kin_lt m hx0 hx' (hE.trans_le c)))).symm
```

Q: Can the jump disappear?

A: Exactly when \(h(E_c)=0\). Continuity would force the left limit to equal \(E(L_n)\), and limits are unique; conversely, if \(h(E_c)=0\), both one-sided limits agree with the value.

```lean
/-- For continuous `h` cut off sharply at `Ec > 0`, the energy is continuous at `L = 2πn/√(2Ec)`, `n
≥ 1`, exactly when `h` vanishes at the cutoff. -/
theorem continuousAt_energy_iff {h : ℝ → ℝ} {Ec : ℝ} (hE : 0 < Ec) (hh : Continuous h)
    {n : ℕ} (hn : 1 ≤ n) :
    ContinuousAt (energy (sharpCut Ec h)) (crossingLength Ec n) ↔ h Ec = 0 := by
  obtain ⟨hr, hl⟩ := energy_jump hE hh hn
  constructor
  · intro hc
    have := tendsto_nhds_unique hl (hc.tendsto.mono_left nhdsWithin_le_nhds)
    linarith
  · intro h0
    rw [h0, mul_zero, sub_zero] at hl
    exact continuousAt_iff_continuous_left'_right'.2 ⟨hl, hr⟩

end

end PlaneWaveCutoffStress
```

Q: What does this tell me about a real variable-cell calculation?

A: For this one-dimensional sum, with \(w\) fixed and no potential, orbitals or self-consistency, it locates the lengths where a fixed-cutoff energy can jump and says when the analytic stress is its true derivative. A self-consistent total energy needs its own analysis. In particular, the upward jump in the numerical example is not what a variational ground-state energy does: at fixed cell, enlarging the basis cannot raise it.

```lean
#print axioms PlaneWaveCutoffStress.hasDerivAt_energy_sharpCut
#print axioms PlaneWaveCutoffStress.continuousAt_energy_iff
```

```
'PlaneWaveCutoffStress.hasDerivAt_energy_sharpCut' depends on axioms: [propext, Classical.choice, Quot.sound]
'PlaneWaveCutoffStress.continuousAt_energy_iff' depends on axioms: [propext, Classical.choice, Quot.sound]
```
